# Jacobi coordinates for positive masses preserve configuration-space volume

Take $N+1$ particles on a line with positive masses. Replace their positions by Jacobi coordinates: the position of each particle after the first relative to the mass centre of all particles before it, and finally the mass centre of the whole system. This linear change of coordinates has determinant $(-1)^N$, so it preserves volume in configuration space. Applied to each Cartesian component, it also preserves volume for particles in $d$ dimensions.

The physical problem is to separate the overall translation of a system from its internal motion. Once the coordinates are changed, every integral over configurations could pick up a factor that depends on the masses, and the result says that this factor is 1. For a finite number of spinless quantum particles, a wave function rewritten in these coordinates therefore keeps its norm, and a classical configuration integral over all of space keeps its value.

## How the mass centre moves when a particle is added

Number the particles $0,1,\dots,N$, with masses $m_i>0$ and positions $x_i$. Here $N$ counts the relative coordinates, one fewer than the particles; with $n=N+1$ particles the determinant reads $(-1)^{n-1}$. Define the partial masses and mass centres

$$M_k=\sum_{i\le k}m_i,\qquad X_k=\frac{1}{M_k}\sum_{i\le k}m_ix_i .$$

The Jacobi coordinates are

$$y_k=x_{k+1}-X_k\quad(0\le k<N),\qquad y_N=X_N .$$

Adding particle $k+1$ to the first group gives $M_{k+1}=M_k+m_{k+1}$ and $M_{k+1}X_{k+1}=M_kX_k+m_{k+1}x_{k+1}$. Hence

$$M_{k+1}(X_{k+1}-X_k)=M_kX_k+m_{k+1}x_{k+1}-(M_k+m_{k+1})X_k=m_{k+1}(x_{k+1}-X_k),$$

and division by $m_{k+1}$ yields

$$x_{k+1}-X_k=\frac{M_{k+1}}{m_{k+1}}\,(X_{k+1}-X_k).$$

Each relative coordinate is thus a rescaled step between neighbouring mass centres.

## Two triangular factors

The Jacobi map $J$ can now be carried out in two stages, $J=SC$.

The first stage $C$ sends the positions to the mass centres $(X_0,\dots,X_N)$. Row $k$ of its matrix has the entries $m_i/M_k$ for $i\le k$ and zeros after that. The matrix is lower triangular, so

$$\det C=\prod_{k=0}^{N}\frac{m_k}{M_k}.$$

The second stage $S$ sends the list of centres to the rescaled steps, followed by the last centre. For $k<N$, row $k$ has $-M_{k+1}/m_{k+1}$ in column $k$, the opposite number in column $k+1$, and zeros elsewhere. The last row has a single 1 in the last column. This matrix is upper triangular, so

$$\det S=\prod_{k=0}^{N-1}\left(-\frac{M_{k+1}}{m_{k+1}}\right).$$

Since $m_0/M_0=1$, the first factor of $\det C$ drops out. Each remaining factor $m_{k+1}/M_{k+1}$ meets its inverse in $\det S$, with a minus sign:

$$\det J=\prod_{k=0}^{N-1}\left(-\frac{M_{k+1}}{m_{k+1}}\right)\frac{m_{k+1}}{M_{k+1}}=(-1)^N .$$

For a single particle, $N=0$, the products over $k<N$ are empty, $J$ is the identity and the determinant is 1.

A linear map scales volume by the absolute value of its determinant, which is 1 here. In $d$ dimensions configuration space is a product of $d$ copies of the one-dimensional one, and $J$ acts on each copy separately. Each factor keeps its volume, and so does the product.

## Three particles with masses 1, 2 and 3

For $m=(1,2,3)$ the partial masses are $1,3,6$, and the Jacobi map has the matrix

$$J=\begin{pmatrix}-1&1&0\\[2pt]-\tfrac13&-\tfrac23&1\\[2pt]\tfrac16&\tfrac13&\tfrac12\end{pmatrix}.$$

Expansion along the first row gives

$$\det J=-1\left(-\tfrac13-\tfrac13\right)-1\left(-\tfrac16-\tfrac16\right)=\tfrac23+\tfrac13=1=(-1)^2 .$$

The factors agree: $\det C=1\cdot\tfrac23\cdot\tfrac12=\tfrac13$ and $\det S=\left(-\tfrac32\right)(-2)\cdot1=3$.

## Masses, centres and coordinates as Lean objects

```lean
import Mathlib

open MeasureTheory

namespace JacobiCoordinates

noncomputable section

variable {N : ℕ}
```

Positions and masses are both functions `Fin (N + 1) → ℝ`, that is, lists of $N+1$ real numbers indexed from 0. The partial mass $M_k$ is a sum over `Finset.Iic k`, the set of indices at most $k$.

```lean
/-- The total mass of the particles with index at most `k`. -/
def partialMass (m : Fin (N + 1) → ℝ) (k : Fin (N + 1)) : ℝ :=
  ∑ i ∈ Finset.Iic k, m i
```

The mass centre $X_k$ is defined as a linear functional of the positions. In it, `LinearMap.proj i` reads off $x_i$.

```lean
/-- The mass centre of the particles with index at most `k`, as a linear function of the
positions on a line; it is meant for a non-zero partial mass. -/
def massCentre (m : Fin (N + 1) → ℝ) (k : Fin (N + 1)) : (Fin (N + 1) → ℝ) →ₗ[ℝ] ℝ :=
  (partialMass m k)⁻¹ • ∑ i ∈ Finset.Iic k, m i • LinearMap.proj i
```

The Jacobi map collects $N+1$ such functionals into one linear map. `Fin.snoc` takes the $N$ relative coordinates and appends the total mass centre as the last entry. For `k : Fin N`, the expression `k.castSucc` is the same number $k$ viewed as a particle index, and `k.succ` is $k+1$, so the entry in slot $k$ is $x_{k+1}-X_k$.

```lean
/-- The Jacobi map: each particle after the first is located relative to the mass centre of
all particles before it, and the last coordinate is the mass centre of the whole system.
It is meant for non-zero partial masses. -/
def jacobi (m : Fin (N + 1) → ℝ) : (Fin (N + 1) → ℝ) →ₗ[ℝ] (Fin (N + 1) → ℝ) :=
  LinearMap.pi (Fin.snoc (α := fun _ => (Fin (N + 1) → ℝ) →ₗ[ℝ] ℝ)
    (fun k : Fin N => LinearMap.proj k.succ - massCentre m k.castSucc)
    (massCentre m (Fin.last N)))
```

This fixes three conventions: particles are added in index order, a relative coordinate points from the earlier group to the new particle, and no mass-dependent scaling is applied. Some texts reverse the direction or multiply by square roots of reduced masses. Reversal can change the sign of the determinant, and scaling generally changes its size.

The two stages of the derivation have their own definitions. `centres` is the map $C$.

```lean
/-- The map from the positions to the successive mass centres, meant for non-zero partial
masses. -/
def centres (m : Fin (N + 1) → ℝ) : (Fin (N + 1) → ℝ) →ₗ[ℝ] (Fin (N + 1) → ℝ) :=
  LinearMap.pi (massCentre m)
```

`steps` is the map $S$. Its input is any list of $N+1$ numbers, to be thought of as mass centres.

```lean
/-- The map from a list of mass centres to the steps between neighbours, each scaled by
partial mass over added mass, followed by the last centre. It is meant for non-zero masses. -/
def steps (m : Fin (N + 1) → ℝ) : (Fin (N + 1) → ℝ) →ₗ[ℝ] (Fin (N + 1) → ℝ) :=
  LinearMap.pi (Fin.snoc (α := fun _ => (Fin (N + 1) → ℝ) →ₗ[ℝ] ℝ)
    (fun k : Fin N => (partialMass m k.succ / m k.succ) •
      ((LinearMap.proj k.succ : (Fin (N + 1) → ℝ) →ₗ[ℝ] ℝ) -
        (LinearMap.proj k.castSucc : (Fin (N + 1) → ℝ) →ₗ[ℝ] ℝ)))
    (LinearMap.proj (Fin.last N)))
```

## The displacement identity

The first lemma turns the functional back into the usual quotient for $X_k$.

```lean
/-- The mass centre is the mass-weighted sum of the positions divided by the partial mass. -/
theorem massCentre_apply (m x : Fin (N + 1) → ℝ) (k : Fin (N + 1)) :
    massCentre m k x = (∑ i ∈ Finset.Iic k, m i * x i) / partialMass m k := by
  simp [massCentre, div_eq_inv_mul]
```

The next one states that a sum over indices up to $k+1$ is the sum up to $k$ plus one new term. Its proof shows that the larger index set is the smaller one with $k+1$ inserted, and that $k+1$ was not there before.

```lean
/-- A sum over the leading particles grows by one term when the next particle is added. -/
theorem sum_Iic_succ (f : Fin (N + 1) → ℝ) (k : Fin N) :
    ∑ i ∈ Finset.Iic k.succ, f i = ∑ i ∈ Finset.Iic k.castSucc, f i + f k.succ := by
  have h1 : (k.succ : ℕ) = k + 1 := rfl
  have h2 : (k.castSucc : ℕ) = k := rfl
  have hs : Finset.Iic k.succ = insert k.succ (Finset.Iic k.castSucc) := by
    ext i
    simp only [Finset.mem_insert, Finset.mem_Iic, Fin.le_def, Fin.ext_iff]
    omega
  have hn : k.succ ∉ Finset.Iic k.castSucc := by
    simp only [Finset.mem_Iic, Fin.le_def]
    omega
  rw [hs, Finset.sum_insert hn, add_comm]
```

`displacement_eq` is the relation between $x_{k+1}-X_k$ and the step $X_{k+1}-X_k$. The preceding lemma is used twice, once for the partial mass and once for the mass-weighted sum of positions. Positivity of the masses ensures that $M_k$, $m_{k+1}$ and $M_{k+1}$ are non-zero; `field_simp` then clears the denominators and `ring` confirms the remaining polynomial identity.

```lean
/-- For positive masses, the position of an added particle relative to the old mass centre is
the shift of the mass centre, scaled by the new partial mass over the added mass. -/
theorem displacement_eq (m x : Fin (N + 1) → ℝ) (hm : ∀ i, 0 < m i) (k : Fin N) :
    x k.succ - massCentre m k.castSucc x = partialMass m k.succ / m k.succ *
      (massCentre m k.succ x - massCentre m k.castSucc x) := by
  have hM : 0 < partialMass m k.castSucc :=
    Finset.sum_pos (fun i _ => hm i) ⟨k.castSucc, Finset.mem_Iic.mpr le_rfl⟩
  have hs : partialMass m k.succ = partialMass m k.castSucc + m k.succ := sum_Iic_succ m k
  have hk := hm k.succ
  have hM' : partialMass m k.castSucc + m k.succ ≠ 0 := (add_pos hM hk).ne'
  rw [massCentre_apply, massCentre_apply, sum_Iic_succ, hs]
  have h1 := hM.ne'
  have h2 := hk.ne'
  field_simp
  ring
```

## Determinants of the two stages

For $C$, the proof passes to the matrix, whose entries are found by applying the map to unit vectors. Mathlib's rule for lower triangular matrices reduces the determinant to the diagonal product. The first bullet computes the diagonal entries $m_k/M_k$, and the second shows that the entries above the diagonal vanish because $X_i$ does not involve a later particle $j$.

```lean
/-- The determinant of the map from the positions to the successive mass centres is the product of
the ratios of each mass to the partial mass that ends with it. -/
theorem det_centres (m : Fin (N + 1) → ℝ) :
    LinearMap.det (centres m) = ∏ k, m k / partialMass m k := by
  rw [← LinearMap.det_toMatrix', Matrix.det_of_isLowerTriangular]
  · refine Finset.prod_congr rfl fun k _ => ?_
    simp [LinearMap.toMatrix'_apply, centres, massCentre_apply, Pi.single_apply]
  · -- a mass centre does not depend on later particles
    intro i j hij
    have h : ¬ j ≤ i := not_le_of_gt (OrderDual.toDual_lt_toDual.mp hij)
    simp [LinearMap.toMatrix'_apply, centres, massCentre_apply, Pi.single_apply, h]
```

For $S$, `Fin.prod_univ_castSucc` splits the diagonal product into its first $N$ factors and the last one, which equals 1. The entries below the diagonal are checked separately for the last row and for the others. In row $k<N$, a column $j<k$ is neither $k$ nor $k+1$, so its entry is zero.

```lean
/-- The determinant of the map from the mass centres to the scaled steps and the last centre is the
product of the negatives of the scale factors. -/
theorem det_steps (m : Fin (N + 1) → ℝ) :
    LinearMap.det (steps m) = ∏ k : Fin N, -(partialMass m k.succ / m k.succ) := by
  have hne : ∀ k : Fin N, k.succ ≠ k.castSucc := fun k h => by
    have := congrArg Fin.val h
    simp at this
  rw [← LinearMap.det_toMatrix', Matrix.det_of_isUpperTriangular, Fin.prod_univ_castSucc]
  · simp [LinearMap.toMatrix'_apply, steps, hne]
  · intro i j hij
    have hlt : j < i := hij
    clear hij
    induction i using Fin.lastCases with
    | last => simp [LinearMap.toMatrix'_apply, steps, hlt.ne']
    | cast k =>
      have h : k.succ ≠ j := fun e => by
        have h1 := congrArg Fin.val e
        have h2 := Fin.lt_def.mp hlt
        have h3 : (k.succ : ℕ) = k + 1 := rfl
        have h4 : (k.castSucc : ℕ) = k := rfl
        omega
      simp [LinearMap.toMatrix'_apply, steps, hlt.ne', h]
```

Neither determinant lemma assumes positive masses, since Lean gives division by zero the value zero; the physical reading needs non-zero denominators.

## The determinant of the Jacobi map

The theorem says that for every list of masses with `∀ i, 0 < m i`, the determinant of `jacobi m` is $(-1)^N$. The hypothesis expresses that each particle has an ordinary, strictly positive inertial mass.

```lean
/-- For `N + 1` particles with positive masses on a line, the Jacobi map has determinant
`(-1) ^ N`. -/
theorem det_jacobi (m : Fin (N + 1) → ℝ) (hm : ∀ i, 0 < m i) :
    LinearMap.det (jacobi m) = (-1) ^ N := by
  -- positions → mass centres → scaled steps
  have hcomp : jacobi m = steps m ∘ₗ centres m := by
    refine LinearMap.ext fun x => funext fun k => ?_
    refine Fin.lastCases ?_ (fun k => ?_) k
    · simp [jacobi, steps, centres]
    · simpa [jacobi, steps, centres] using displacement_eq m x hm k
  have h0 : m 0 / partialMass m 0 = 1 := by
    have hI : Finset.Iic (0 : Fin (N + 1)) = {0} := by
      ext i
      simp
    rw [partialMass, hI, Finset.sum_singleton, div_self (hm 0).ne']
  -- the mass ratios cancel and leave one sign for each relative coordinate
  have hk : ∀ k : Fin N, -(partialMass m k.succ / m k.succ) *
      (m k.succ / partialMass m k.succ) = -1 := fun k => by
    have h1 : partialMass m k.succ ≠ 0 :=
      (Finset.sum_pos (fun i _ => hm i) ⟨k.succ, Finset.mem_Iic.mpr le_rfl⟩).ne'
    have h2 := (hm k.succ).ne'
    field_simp
  rw [hcomp, LinearMap.det_comp, det_steps, det_centres, Fin.prod_univ_succ, h0, one_mul,
    ← Finset.prod_mul_distrib, Finset.prod_congr rfl (fun k _ => hk k)]
  simp
```

The step `hcomp` is the factorisation $J=SC$, checked coordinate by coordinate: the last coordinate agrees by definition, and the others agree by `displacement_eq`. `h0` is $m_0/M_0=1$, and `hk` is the cancellation of one mass ratio against its inverse, which leaves $-1$. The final rewriting multiplies the two determinants, splits off the factor for particle 0 and pairs the rest, so that a product of $N$ factors $-1$ remains.

## Volume on the line and in space

`MeasurePreserving` combines two statements: the map is measurable, and for every measurable set the preimage has the same volume as the set itself. Here `volume` is Lebesgue measure on configuration space.

```lean
/-- For positive masses on a line, the Jacobi map preserves volume in configuration space. -/
theorem jacobi_measurePreserving (m : Fin (N + 1) → ℝ) (hm : ∀ i, 0 < m i) :
    MeasurePreserving (jacobi m) volume volume := by
  have hdet : LinearMap.det (jacobi m) ≠ 0 := by
    rw [det_jacobi m hm]
    exact pow_ne_zero _ (by norm_num)
  refine ⟨(jacobi m).continuous_of_finiteDimensional.measurable, ?_⟩
  rw [Real.map_linearMap_volume_pi_eq_smul_volume_pi hdet, det_jacobi m hm, abs_inv, abs_pow,
    abs_neg, abs_one, one_pow, inv_one, ENNReal.ofReal_one, one_smul]
```

Measurability follows from the continuity of linear maps in finite dimension. For the volume, Mathlib provides the rule that a linear map with non-zero determinant carries Lebesgue measure to itself times the absolute value of the inverse determinant. Inserting $(-1)^N$ makes this factor 1.

In $d$ dimensions a configuration is a function `x` with `x a i` the Cartesian component $a$ of particle $i$. The component index comes first, whereas a list of position vectors would put the particle index first; the two layouts differ by a reordering of coordinates, which leaves volumes unchanged.

```lean
/-- For particles with positive masses in `d` dimensions, the Jacobi map applied to each
Cartesian component preserves volume in configuration space; `x a i` is component `a` of the
position of particle `i`. -/
theorem jacobi_measurePreserving_space (d : ℕ) (m : Fin (N + 1) → ℝ) (hm : ∀ i, 0 < m i) :
    MeasurePreserving (fun (x : Fin d → Fin (N + 1) → ℝ) a => jacobi m (x a))
      volume volume :=
  volume_preserving_pi fun _ => jacobi_measurePreserving m hm

end

end JacobiCoordinates
```

The proof applies the one-dimensional theorem to each component and uses the fact that a product of measure-preserving maps preserves the product measure.

These theorems concern positions only. They say nothing about momenta or about the form that the kinetic energy takes in Jacobi coordinates. Particles confined to a container require one further step: the region of integration must itself be rewritten in the new coordinates, where it is in general no longer a product of independent ranges.

```lean
#print axioms JacobiCoordinates.jacobi_measurePreserving_space
```

```
'JacobiCoordinates.jacobi_measurePreserving_space' depends on axioms: [propext, Classical.choice, Quot.sound]
```
